# Generalised-gradient exchange without correlation: a low-density instability of the uniform electron gas for a positive gradient coefficient

Consider the static linear response of the three-dimensional, spin-unpolarised uniform electron gas, in atomic units. It is treated by density-functional theory with a generalised-gradient exchange functional and no correlation. The Fermi wavevector is $k$, a density modulation has wavevector $q$, and $h=q/(2k)$. All variables are real numbers in Lean, and the theorems carry the positivity assumptions they need.

```lean
import Mathlib

open Real Filter Topology Set

namespace ExchangeResponseDenominator

noncomputable section
```

The Lindhard function is

$$L(h)=\frac12+\frac{1-h^2}{4h}\ln\left|\frac{1+h}{1-h}\right| .$$

At $h=1$ Lean assigns the logarithm a finite value by convention, and the prefactor $1-h^2$ vanishes. So `lindhard 1` equals $1/2$, which is also the true limit.

```lean
/-- The static Lindhard function of the reduced wavevector `h = q / (2 k)`, for `h > 0`;
at `h = 1`, where the logarithm diverges, the formula returns the limiting value `1/2`. -/
def lindhard (h : ℝ) : ℝ := 1 / 2 + (1 - h ^ 2) / (4 * h) * log |(1 + h) / (1 - h)|
```

The non-interacting electrons respond with $\chi_0=-kL/\pi^2$. This standard formula is taken as a definition, not derived from the orbitals.

```lean
/-- Static density response of non-interacting electrons with Fermi wavevector `k` at `q = 2 k h`,
in atomic units, for `k > 0` and `h > 0`. -/
def chi0 (k h : ℝ) : ℝ := -(k * lindhard h / π ^ 2)
```

The Coulomb kernel is $v=4\pi/q^2$.

```lean
/-- The Coulomb kernel `4π / q²` at `q = 2 k h`, for nonzero `k` and `h`. -/
def coulomb (k h : ℝ) : ℝ := 4 * π / (2 * k * h) ^ 2
```

The kernel of the exchange functional is $f=-(\pi/k^2)(1+9\mu h^2/2)$, also taken as a definition. The number $\mu$ stands for the gradient coefficient in the exchange enhancement factor, which is $1+\mu s^2$ to second order in $s=|\nabla\rho|/(2k\rho)$, where $\rho$ is the density. This is not the exact exchange kernel of the gas, which depends on $q$ in a different way.

```lean
/-- The exchange kernel of the uniform gas with gradient coefficient `μ`, for nonzero `k`. -/
def exchange (μ k h : ℝ) : ℝ := -(π / k ^ 2 * (1 + 9 * μ * h ^ 2 / 2))
```

The interacting response is $\chi_0/D$ with $D=1-\chi_0(v+f)$, written `denominator μ k h`.

```lean
/-- The denominator `1 - χ₀ (v + f)` of the interacting response, for `k > 0` and `h > 0`. -/
def denominator (μ k h : ℝ) : ℝ := 1 - chi0 k h * (coulomb k h + exchange μ k h)
```

## (a) The denominator in closed form

For $k,h>0$, show that

$$D=1-\frac{L(h)}{\pi k}\left(1-\frac1{h^2}+\frac{9\mu h^2}{2}\right).$$

**Solution.** Since $q=2kh$, we have $v=\pi/(k^2h^2)$, so

$$\chi_0(v+f)=-\frac{kL}{\pi^2}\cdot\frac{\pi}{k^2}\left(\frac1{h^2}-1-\frac{9\mu h^2}2\right)=\frac{L}{\pi k}\left(1-\frac1{h^2}+\frac{9\mu h^2}2\right).$$

Subtract this from 1.

```lean
/-- The response denominator in closed form, for positive `k` and `h`. -/
theorem denominator_eq {μ k h : ℝ} (hk : 0 < k) (hh : 0 < h) :
    denominator μ k h
      = 1 - lindhard h * (1 - 1 / h ^ 2 + 9 * μ * h ^ 2 / 2) / (π * k) := by
  have hp := pi_pos
  unfold denominator chi0 coulomb exchange
  field_simp
  ring
```

## (b) Bounds on the logarithm

For $0<x<1$, show that

$$2x+\tfrac23x^3\le\ln\frac{1+x}{1-x}\le\tfrac43x+\tfrac23\frac{x}{1-x^2}.$$

**Solution.** The logarithm equals $2\sum_{n\ge0}x^{2n+1}/(2n+1)$, with positive terms. The first two terms give the lower bound. For $n\ge1$ we have $1/(2n+1)\le1/3$, so the sum is at most

$$2x+\tfrac23(x^3+x^5+\dots)=2x+\tfrac23\left(\frac{x}{1-x^2}-x\right),$$

which is the upper bound. In Lean, `hterm` compares the series term by term with a geometric series plus an extra $4x/3$ at $n=0$.

```lean
/-- Two-sided bounds on the logarithm in the Lindhard function, for `0 < x < 1`. -/
theorem log_ratio_bounds {x : ℝ} (h0 : 0 < x) (h1 : x < 1) :
    2 * x + 2 / 3 * x ^ 3 ≤ log (1 + x) - log (1 - x) ∧
    log (1 + x) - log (1 - x) ≤ 4 / 3 * x + 2 / 3 * (x / (1 - x ^ 2)) := by
  have hs := Real.hasSum_log_sub_log_of_abs_lt_one (abs_lt.mpr ⟨by linarith, h1⟩)
  constructor
  · -- keep the first two terms of the positive series
    have := sum_le_hasSum (Finset.range 2) (fun n _ => by positivity) hs
    norm_num [Finset.sum_range_succ] at this
    linarith
  · -- compare the remaining terms with a geometric series
    have hg := (hasSum_geometric_of_lt_one (sq_nonneg x)
      (by nlinarith : x ^ 2 < 1)).mul_left (2 / 3 * x)
    have hterm : ∀ n : ℕ, (2 : ℝ) * (1 / (2 * (n : ℝ) + 1)) * x ^ (2 * n + 1)
        ≤ 2 / 3 * x * (x ^ 2) ^ n + (if n = 0 then 4 / 3 * x else 0) := by
      intro n
      rcases n with _ | n
      · refine le_of_eq ?_
        simp
        ring
      · have e : x ^ (2 * (n + 1) + 1) = x * (x ^ 2) ^ (n + 1) := by
          rw [← pow_mul, pow_succ, mul_comm]
        have hc : 1 / (2 * ((n + 1 : ℕ) : ℝ) + 1) ≤ 1 / 3 :=
          one_div_le_one_div_of_le (by norm_num)
            (by push_cast; linarith [(Nat.cast_nonneg n : (0 : ℝ) ≤ n)])
        have hp : 0 ≤ x * (x ^ 2) ^ (n + 1) := by positivity
        have hm := mul_le_mul_of_nonneg_right hc hp
        rw [if_neg (Nat.succ_ne_zero n), add_zero, e]
        linarith
    have := hasSum_le hterm hs (hg.add (hasSum_ite_eq 0 (4 / 3 * x)))
    rw [div_eq_mul_inv x]
    linarith
```

## (c) The tail of the Lindhard function

For $h>1$, show that

$$\frac13\le h^2L(h)\le\frac13+\frac1{6h^2}.$$

**Solution.** Put $x=1/h$ and $\ell=\ln\frac{1+x}{1-x}$. The absolute value turns the original logarithm into $\ell$, so

$$h^2L=\frac{h^2}2-\frac{h(h^2-1)}4\,\ell .$$

By (b), the subtracted term lies between $\frac{h^2}2-\frac13-\frac1{6h^2}$ and $\frac{h^2}2-\frac13$. These two evaluations are `e1` and `e3` in the code, and subtraction reverses the bounds.

In a numerical code, the two terms of $L$ nearly cancel at large $h$ and digits are lost. The bounds show that $1/(3h^2)$ can replace the formula there with a relative error, measured against $1/(3h^2)$, of at most $1/(2h^2)$.

```lean
/-- Beyond `h = 1` the Lindhard function exceeds its tail `1 / (3 h²)` by at most
`1 / (6 h⁴)`, and never falls below it. -/
theorem lindhard_tail_bounds {h : ℝ} (hh : 1 < h) :
    1 / 3 ≤ h ^ 2 * lindhard h ∧ h ^ 2 * lindhard h ≤ 1 / 3 + 1 / (6 * h ^ 2) := by
  have h0 : 0 < h := by linarith
  have hx : 1 / h < 1 := (div_lt_one h0).mpr hh
  have hx0 : 0 < 1 / h := by positivity
  have hq : 0 < h ^ 2 - 1 := by nlinarith
  have hr : 0 < 1 - (1 / h) ^ 2 := by nlinarith
  obtain ⟨lo, up⟩ := log_ratio_bounds hx0 hx
  have hlog : log |(1 + h) / (1 - h)| = log (1 + 1 / h) - log (1 - 1 / h) := by
    have hn : 1 - h ≠ 0 := by linarith
    have hm : 1 - 1 / h ≠ 0 := by linarith
    have e : (1 + h) / (1 - h) = -((1 + 1 / h) / (1 - 1 / h)) := by
      rw [← neg_div, div_eq_div_iff hn hm]
      field_simp
      ring
    rw [log_abs, e, log_neg_eq_log, log_div (by positivity) hm]
  have e : h ^ 2 * lindhard h
      = h ^ 2 / 2 - h * (h ^ 2 - 1) / 4 * (log (1 + 1 / h) - log (1 - 1 / h)) := by
    unfold lindhard
    rw [hlog]
    generalize log (1 + 1 / h) - log (1 - 1 / h) = l
    field_simp
    ring
  have hc : 0 ≤ h * (h ^ 2 - 1) / 4 := by positivity
  have lo' := mul_le_mul_of_nonneg_left lo hc
  have up' := mul_le_mul_of_nonneg_left up hc
  have e1 : h * (h ^ 2 - 1) / 4 * (2 * (1 / h) + 2 / 3 * (1 / h) ^ 3)
      = h ^ 2 / 2 - 1 / 3 - 1 / (6 * h ^ 2) := by
    field_simp
    ring
  have e2 : 1 / h / (1 - (1 / h) ^ 2) = h / (h ^ 2 - 1) := by
    rw [div_eq_div_iff hr.ne' hq.ne']
    field_simp
  have e3 : h * (h ^ 2 - 1) / 4 * (4 / 3 * (1 / h) + 2 / 3 * (h / (h ^ 2 - 1)))
      = h ^ 2 / 2 - 1 / 3 := by
    have := hq.ne'
    field_simp
    ring
  rw [e1] at lo'
  rw [e2, e3] at up'
  rw [e]
  constructor <;> linarith
```

## (d) The short-wavelength limit

For $k>0$ and any real $\mu$, show that

$$\lim_{h\to\infty}D=1-\frac{3\mu}{2\pi k}.$$

**Solution.** By (c) and squeezing, $h^2L\to1/3$, hence $L\to0$ and $L/h^2\to0$. Therefore

$$L-\frac{L}{h^2}+\frac{9\mu}2h^2L\to\frac{3\mu}2 ,$$

and (a) gives the limit. Lean builds it from `hs` ($h^2L\to1/3$) and `hu` ($1/h^2\to0$).

```lean
/-- At short wavelengths the denominator tends to `1 - 3μ / (2πk)`, for `k > 0`. -/
theorem tendsto_denominator (μ : ℝ) {k : ℝ} (hk : 0 < k) :
    Tendsto (denominator μ k) atTop (𝓝 (1 - 3 * μ / (2 * π * k))) := by
  have hu : Tendsto (fun h : ℝ => 1 / h ^ 2) atTop (𝓝 0) :=
    tendsto_const_nhds.div_atTop (tendsto_pow_atTop two_ne_zero)
  have hup : Tendsto (fun h : ℝ => 1 / 3 + 1 / (6 * h ^ 2)) atTop (𝓝 (1 / 3)) := by
    have := (hu.div_const 6).const_add (1 / 3)
    simp only [zero_div, add_zero] at this
    exact this.congr fun h => by ring
  have hs : Tendsto (fun h : ℝ => h ^ 2 * lindhard h) atTop (𝓝 (1 / 3)) :=
    tendsto_of_tendsto_of_tendsto_of_le_of_le' tendsto_const_nhds hup
      ((eventually_gt_atTop 1).mono fun h hh => (lindhard_tail_bounds hh).1)
      ((eventually_gt_atTop 1).mono fun h hh => (lindhard_tail_bounds hh).2)
  -- only the gradient term survives the limit
  have key := ((((hs.mul hu).sub ((hs.mul hu).mul hu)).add
    (hs.const_mul (9 * μ / 2))).div_const (π * k)).const_sub 1
  have e : 1 - (1 / 3 * 0 - 1 / 3 * 0 * 0 + 9 * μ / 2 * (1 / 3)) / (π * k)
      = 1 - 3 * μ / (2 * π * k) := by ring
  rw [e] at key
  refine key.congr' ?_
  filter_upwards [eventually_gt_atTop 0] with h hh
  have hc : h ^ 2 * (1 / h ^ 2) = 1 := mul_one_div_cancel (by positivity)
  rw [denominator_eq hk hh]
  congr 2
  linear_combination (lindhard h - lindhard h * (1 / h ^ 2)) * hc
```

## (e) Approach from below

For $\mu\ge0$, $k>0$ and $h>1$, show that

$$D<1-\frac{3\mu}{2\pi k}.$$

**Solution.** By (c), $L>0$ and $\frac{9\mu}2h^2L\ge\frac{3\mu}2$. Also $L(1-1/h^2)>0$. The sum of the two contributions strictly exceeds $3\mu/2$; divide by $\pi k$ and use (a).

```lean
/-- For `μ ≥ 0` and `k > 0` the denominator lies below its short-wavelength limit at every
`h > 1`. -/
theorem denominator_lt_limit {μ k h : ℝ} (hμ : 0 ≤ μ) (hk : 0 < k) (hh : 1 < h) :
    denominator μ k h < 1 - 3 * μ / (2 * π * k) := by
  have b := (lindhard_tail_bounds hh).1
  have hL : 0 < lindhard h := by
    by_contra hn
    nlinarith [sq_nonneg h, not_lt.mp hn]
  have hp : 0 < 1 - 1 / h ^ 2 := by
    rw [sub_pos, div_lt_one (by positivity)]
    nlinarith
  have hn : 3 * μ / 2 < lindhard h * (1 - 1 / h ^ 2 + 9 * μ * h ^ 2 / 2) := by
    nlinarith [mul_pos hL hp, mul_le_mul_of_nonneg_left b hμ]
  have hd := div_lt_div_of_pos_right hn (mul_pos pi_pos hk)
  have e : 3 * μ / (2 * π * k) = 3 * μ / 2 / (π * k) := by ring
  rw [denominator_eq hk (by linarith), e]
  linarith
```

## (f) The sign at large wavevector

For $k>0$, show that

$$D<0\text{ for all sufficiently large }h\iff 2\pi k\le3\mu .$$

**Solution.** If $2\pi k\le3\mu$, then $\mu>0$ and the limit in (d) is at most zero, so (e) gives $D<0$ for every $h>1$. Its strict inequality settles the borderline case. If $3\mu<2\pi k$, the limit is positive, so $D$ is eventually positive and cannot be eventually negative. Lean writes "for all sufficiently large $h$" as `∀ᶠ h in atTop`.

```lean
/-- For `k > 0` the denominator is negative at all sufficiently large wavevectors exactly when
`3μ ≥ 2πk`. -/
theorem eventually_neg_iff {μ k : ℝ} (hk : 0 < k) :
    (∀ᶠ h in atTop, denominator μ k h < 0) ↔ 2 * π * k ≤ 3 * μ := by
  have hpk : 0 < 2 * π * k := by positivity
  constructor
  · intro hneg
    by_contra hn
    have hlim : 0 < 1 - 3 * μ / (2 * π * k) := by
      rw [sub_pos, div_lt_one hpk]
      exact not_le.mp hn
    obtain ⟨h, h1, h2⟩ :=
      (hneg.and ((tendsto_denominator μ hk).eventually (lt_mem_nhds hlim))).exists
    linarith
  · intro hμ
    filter_upwards [eventually_gt_atTop 1] with h hh
    have := denominator_lt_limit (by linarith : 0 ≤ μ) hk hh
    have := (one_le_div hpk).mpr hμ
    linarith
```

## (g) Where Coulomb repulsion outweighs exchange

For $k>0$ and $0<h<1$, show that

$$h^2\left(1+\tfrac92\mu h^2\right)<1\implies D>1 .$$

**Solution.** Here $(1+h)/(1-h)>1$, so the logarithm is positive and $L>0$. Dividing the hypothesis by $h^2$ makes the bracket in (a) negative, so a negative quantity is subtracted from 1.

```lean
/-- For `k > 0` and `0 < h < 1` the denominator exceeds one wherever the Coulomb kernel
outweighs exchange, that is, where `h² (1 + 9μh²/2) < 1`. -/
theorem one_lt_denominator {μ k h : ℝ} (hk : 0 < k) (h0 : 0 < h) (h1 : h < 1)
    (hc : h ^ 2 * (1 + 9 * μ * h ^ 2 / 2) < 1) : 1 < denominator μ k h := by
  have hd : 0 < 1 - h := by linarith
  have hl : 0 ≤ log |(1 + h) / (1 - h)| := by
    rw [log_abs]
    exact log_nonneg (by rw [le_div_iff₀ hd]; linarith)
  have hq : 0 ≤ (1 - h ^ 2) / (4 * h) := div_nonneg (by nlinarith) (by linarith)
  have hL : 0 < lindhard h := by
    unfold lindhard
    linarith [mul_nonneg hq hl]
  have hf : 1 + 9 * μ * h ^ 2 / 2 < 1 / h ^ 2 := by
    rw [lt_div_iff₀ (by positivity)]
    linarith
  have hn := div_neg_of_neg_of_pos (mul_neg_of_pos_of_neg hL
    (by linarith : 1 - 1 / h ^ 2 + 9 * μ * h ^ 2 / 2 < 0)) (mul_pos pi_pos hk)
  rw [denominator_eq hk h0]
  linarith
```

## (h) Local exchange

For $k>0$ and $0<h<1$, show that

$$D\big|_{\mu=0}>1 .$$

**Solution.** At $\mu=0$ the condition in (g) reads $h^2<1$.

```lean
/-- Without gradient correction the denominator exceeds one for all `0 < h < 1`, if `k > 0`. -/
theorem one_lt_denominator_local {k h : ℝ} (hk : 0 < k) (h0 : 0 < h) (h1 : h < 1) :
    1 < denominator 0 k h :=
  one_lt_denominator hk h0 h1 (by nlinarith)
```

## (i) A zero of the denominator

Let $k>0$ and $2\pi k\le3\mu$. Show that

$$D(h)<0\ \text{ for all }h\ge1,\qquad D(h_0)=0\ \text{ for some }h_0\in(0,1).$$

**Solution.** At $h=1$, $L=1/2$ gives $D=1-9\mu/(4\pi k)\le-1/2$. For $h>1$, use (e).

For the zero, take $a=1/(1+9\mu/2)$, which lies in $(0,1)$. Then

$$a^2\left(1+\tfrac92\mu a^2\right)<a^2\left(1+\tfrac92\mu\right)=a<1,$$

so $D(a)>1$ by (g). On $[a,1)$,

$$L=\frac12+\frac{1+h}{4h}\bigl[(1-h)\ln(1+h)-(1-h)\ln(1-h)\bigr].$$

Because $t\ln t\to0$ as $t\to0^+$, this extends continuously to $h=1$ with value $1/2$. Thus $D$ is continuous on $[a,1]$ and changes sign, and the intermediate value theorem gives $h_0$. In Lean, `cL` and `cD` supply the continuity and `intermediate_value_Icc'` the zero.

```lean
/-- If `k > 0` and `3μ ≥ 2πk`, the response denominator is negative for every `h ≥ 1` and
vanishes at some wavevector with `0 < h < 1`. -/
theorem response_instability {μ k : ℝ} (hk : 0 < k) (hμ : 2 * π * k ≤ 3 * μ) :
    (∀ h, 1 ≤ h → denominator μ k h < 0) ∧
    ∃ h, 0 < h ∧ h < 1 ∧ denominator μ k h = 0 := by
  have hpk : 0 < π * k := mul_pos pi_pos hk
  have hm : 0 < μ := by linarith
  have hD1 : denominator μ k 1 < 0 := by
    have hL : lindhard 1 = 1 / 2 := by norm_num [lindhard]
    have e : (1 : ℝ) - 1 / 1 ^ 2 + 9 * μ * 1 ^ 2 / 2 = 9 * μ / 2 := by ring
    rw [denominator_eq hk one_pos, hL, e, sub_neg, lt_div_iff₀ hpk]
    linarith
  refine ⟨fun h hh => ?_, ?_⟩
  · rcases hh.eq_or_lt with rfl | hlt
    · exact hD1
    · have := denominator_lt_limit hm.le hk hlt
      have := (one_le_div (by positivity : 0 < 2 * π * k)).mpr hμ
      linarith
  · -- a long wavelength at which the Coulomb kernel dominates
    obtain ⟨a, ha0, ha1, hDa⟩ : ∃ a, 0 < a ∧ a < 1 ∧ 1 < denominator μ k a := by
      have hc : 0 < 1 + 9 * μ / 2 := by positivity
      have ha0 : 0 < 1 / (1 + 9 * μ / 2) := by positivity
      have ha1 : 1 / (1 + 9 * μ / 2) < 1 := by
        rw [div_lt_one hc]
        linarith
      have hac : 1 / (1 + 9 * μ / 2) * (1 + 9 * μ / 2) = 1 := one_div_mul_cancel hc.ne'
      refine ⟨_, ha0, ha1, one_lt_denominator hk ha0 ha1 ?_⟩
      generalize 1 / (1 + 9 * μ / 2) = a at ha0 ha1 hac
      have hsq : a ^ 2 < 1 := by nlinarith
      have h2 : a ^ 2 * (1 + 9 * μ / 2) = a := by linear_combination a * hac
      have h3 : 0 ≤ a ^ 2 * μ * (1 - a ^ 2) :=
        mul_nonneg (by positivity) (by linarith)
      nlinarith
    have pos : ∀ h ∈ Icc a 1, 0 < h := fun h hh => lt_of_lt_of_le ha0 hh.1
    -- continuity up to `h = 1` rests on that of `t log t`
    have c1 : ContinuousOn (fun h : ℝ => (1 + h) / (4 * h)) (Icc a 1) :=
      ContinuousOn.div (by fun_prop) (by fun_prop)
        (fun h hh => mul_ne_zero four_ne_zero (pos h hh).ne')
    have c2 : ContinuousOn (fun h : ℝ => (1 - h) * log (1 + h)) (Icc a 1) :=
      ContinuousOn.mul (by fun_prop) (ContinuousOn.log (by fun_prop)
        (fun h hh => (add_pos one_pos (pos h hh)).ne'))
    have c3 : ContinuousOn (fun h : ℝ => (1 - h) * log (1 - h)) (Icc a 1) :=
      (Real.continuous_mul_log.comp (continuous_const.sub continuous_id)).continuousOn
    have cR : ContinuousOn (fun h : ℝ => 1 / 2 + (1 + h) / (4 * h) *
        ((1 - h) * log (1 + h) - (1 - h) * log (1 - h))) (Icc a 1) :=
      continuousOn_const.add (c1.mul (c2.sub c3))
    have cL : ContinuousOn lindhard (Icc a 1) := by
      refine cR.congr fun h hh => ?_
      have h0 := pos h hh
      rcases eq_or_ne h 1 with rfl | hne
      · norm_num [lindhard]
      · unfold lindhard
        rw [log_abs, log_div (by positivity) (sub_ne_zero.mpr hne.symm)]
        ring
    have c4 : ContinuousOn (fun h : ℝ => 1 - 1 / h ^ 2 + 9 * μ * h ^ 2 / 2) (Icc a 1) :=
      ContinuousOn.add (continuousOn_const.sub (ContinuousOn.div continuousOn_const
        (by fun_prop) (fun h hh => pow_ne_zero 2 (pos h hh).ne'))) (by fun_prop)
    have cF : ContinuousOn (fun h : ℝ =>
        1 - lindhard h * (1 - 1 / h ^ 2 + 9 * μ * h ^ 2 / 2) / (π * k)) (Icc a 1) :=
      continuousOn_const.sub ((cL.mul c4).div_const _)
    have cD : ContinuousOn (denominator μ k) (Icc a 1) :=
      cF.congr fun h hh => denominator_eq hk (pos h hh)
    obtain ⟨h, hh, hz⟩ := intermediate_value_Icc' ha1.le cD
      (⟨hD1.le, by linarith⟩ : (0 : ℝ) ∈ Icc (denominator μ k 1) (denominator μ k a))
    refine ⟨h, pos h hh, lt_of_le_of_ne hh.2 ?_, hz⟩
    rintro rfl
    linarith

end

end ExchangeResponseDenominator
```

```lean
#print axioms ExchangeResponseDenominator.eventually_neg_iff
#print axioms ExchangeResponseDenominator.one_lt_denominator_local
#print axioms ExchangeResponseDenominator.response_instability
```

```
'ExchangeResponseDenominator.eventually_neg_iff' depends on axioms: [propext, Classical.choice, Quot.sound]
'ExchangeResponseDenominator.one_lt_denominator_local' depends on axioms: [propext, Classical.choice, Quot.sound]
'ExchangeResponseDenominator.response_instability' depends on axioms: [propext, Classical.choice, Quot.sound]
```

Since $\chi_0\ne0$ at $h_0$, the static response $\chi_0/D$ diverges there. Where $D<0$, a small density modulation lowers the energy to second order. So, for a generalised-gradient exchange functional with fixed $\mu>0$ and no correlation, the uniform gas is unstable to a density wave whenever $k\le3\mu/(2\pi)$, that is, at low enough density. A positive $\mu$ is not necessary for an instability: at $\mu=0$ and any fixed $h>1$, the formula in (a) gives $D<0$ once $k$ is small enough.

The argument for the zero uses only $\mu>0$ and $D(1)<0$. Repeating it by hand therefore gives a zero in $(0,1)$ already when $9\mu>4\pi k$, a weaker condition than the one in (i).
